# For a symmetric Hamiltonian and a real initial state, the state at time t gives the autocorrelation at time 2t

Time evolution is taken here to be the matrix exponential exp(−itH) acting on a column of complex numbers, and H may be any complex square matrix. Symmetry of H and reality of the initial state are separate hypotheses, so one can see where each is used. Symmetry means equality with the plain transpose, Hᵀ = H, without complex conjugation.

Write U(t) = exp(−itH) and x(t) = U(t)x. The result is

⟨x, x(2t)⟩ = Σᵢ xᵢ(t)²

with no conjugation on the right. In wavepacket calculations of spectra from an autocorrelation function, this halves the propagation time needed, provided that H is time-independent and symmetric in a finite orthonormal basis and the initial state is real in that basis.

## The propagator and the evolved state

In Lean 4 with Mathlib:

```lean
import Mathlib

open Matrix Complex

namespace AutocorrelationDoubling

noncomputable section

variable {n : Type*} [Fintype n] [DecidableEq n]
```

The file loads the Mathlib library and fixes a finite index set `n`, which labels the basis states. Everything below therefore concerns finite matrices; unbounded operators on an infinite-dimensional space are not covered.

```lean
/-- The propagator `exp(-itH)` of a Hamiltonian matrix `H`, in units with `ħ = 1`. -/
def propagator (H : Matrix n n ℂ) (t : ℝ) : Matrix n n ℂ :=
  NormedSpace.exp ((-(I * (t : ℂ))) • H)
```

A `def` introduces a name. `propagator H t` is U(t) = exp(−itH), with ħ = 1. The time t is a real number, and the notation `(t : ℂ)` regards it as a complex one so that it can be multiplied by i. The symbol `•` multiplies a matrix by a scalar.

```lean
/-- The state `x(t) = exp(-itH) x` evolved from the initial state `x`. -/
def evolve (H : Matrix n n ℂ) (x : n → ℂ) (t : ℝ) : n → ℂ :=
  propagator H t *ᵥ x
```

`evolve H x t` is x(t) = U(t)x, where `*ᵥ` is the product of a matrix and a vector. The inner product appears later as `star x ⬝ᵥ y`. Here `star` conjugates each component and `⬝ᵥ` is the plain sum of products, so that

⟨x, y⟩ = Σᵢ x̄ᵢ yᵢ.

This is the physical inner product when the basis is orthonormal.

## Composition and transposition

```lean
/-- Propagation over `s + t` is propagation over `t` followed by propagation over `s`. -/
theorem propagator_add (H : Matrix n n ℂ) (s t : ℝ) :
    propagator H (s + t) = propagator H s * propagator H t := by
  have hc : Commute ((-(I * (s : ℂ))) • H) ((-(I * (t : ℂ))) • H) :=
    ((Commute.refl H).smul_left _).smul_right _
  unfold propagator
  rw [← Matrix.exp_add_of_commute _ _ hc, ← add_smul]
  congr 2
  push_cast
  ring
```

A `theorem` states its hypotheses before the colon and its conclusion after it; the proof follows `:=`. This one is the group law

U(s+t) = U(s) U(t).

By hand, −isH and −itH are multiples of the same matrix and commute, so the exponential of their sum is the product of their exponentials. The line `hc` records the commutation, and the tactic `rw`, which replaces one side of an equation by the other, then applies the rule for commuting exponents.

```lean
/-- The transpose of the propagator of `H` is the propagator of the transpose of `H`. -/
theorem propagator_transpose (H : Matrix n n ℂ) (t : ℝ) :
    (propagator H t)ᵀ = propagator Hᵀ t := by
  unfold propagator
  rw [← Matrix.exp_transpose, Matrix.transpose_smul]
```

The transpose of U(t) is the propagator of Hᵀ. Transposition turns each power Hᵏ in the exponential series into (Hᵀ)ᵏ and leaves the scalar −it alone. A Hermitian adjoint would have conjugated that scalar and reversed the direction of time. If Hᵀ = H, it follows that U(t)ᵀ = U(t).

## Dividing the time between two vectors

```lean
/-- For a symmetric `H` and a real vector `x`, the cross-correlation `⟨x, y(s+t)⟩` is the
unconjugated product of `x(s)` and `y(t)`. -/
theorem cross_correlation_split {H : Matrix n n ℂ} (hH : Hᵀ = H) {x : n → ℂ}
    (hx : star x = x) (y : n → ℂ) (s t : ℝ) :
    star x ⬝ᵥ evolve H y (s + t) = evolve H x s ⬝ᵥ evolve H y t := by
  unfold evolve
  -- split the propagator and move one factor onto the left vector
  rw [hx, propagator_add, ← Matrix.mulVec_mulVec, Matrix.dotProduct_mulVec x,
    ← Matrix.mulVec_transpose, propagator_transpose, hH]
```

The hypothesis `hH` says that H is symmetric, and `hx` says that x is real, since a vector equal to its own conjugate has real components. The vector y may be complex. The conclusion is

⟨x, y(s+t)⟩ = Σᵢ xᵢ(s) yᵢ(t).

By hand, reality of x removes the conjugation, and the group law splits the propagator:

⟨x, y(s+t)⟩ = xᵀ U(s) U(t) y.

Moving U(s) onto the left vector transposes it:

xᵀ U(s) U(t) y = (U(s)ᵀ x)ᵀ (U(t) y).

Symmetry of H replaces U(s)ᵀ by U(s), which gives x(s)ᵀ y(t). The single `rw` in the proof follows the same order: reality, the group law, the move to the left, and finally the transpose of the propagator with `hH`.

```lean
/-- For a symmetric, possibly complex `H` and a real initial state `x`, the autocorrelation
function at time `2t` is the sum of the unconjugated squares of the components of `x(t)`. -/
theorem autocorrelation_double_time {H : Matrix n n ℂ} (hH : Hᵀ = H) {x : n → ℂ}
    (hx : star x = x) (t : ℝ) :
    star x ⬝ᵥ evolve H x (2 * t) = ∑ i, evolve H x t i ^ 2 := by
  rw [two_mul, cross_correlation_split hH hx]
  simp only [dotProduct, sq]
```

This is the time-doubling formula. Put y = x and s = t in the previous result:

⟨x, x(2t)⟩ = Σᵢ xᵢ(t) xᵢ(t) = Σᵢ xᵢ(t)².

The proof writes 2t as t + t, applies the cross-correlation theorem and turns the products into squares. The squares are those of complex numbers, not squared moduli, so the sum generally differs from the squared norm of x(t).

Hermiticity is not assumed. The theorem therefore also applies to a real symmetric Hamiltonian with an absorbing term −iW, where W is a nonzero real symmetric matrix without negative eigenvalues: the total is complex symmetric although the evolution is no longer unitary.

```lean
/-- The time-doubling formula for a real symmetric Hamiltonian and a real initial state. -/
theorem autocorrelation_double_time_real {H : Matrix n n ℝ} (hH : H.IsSymm) (x : n → ℝ)
    (t : ℝ) :
    star (fun i => (x i : ℂ)) ⬝ᵥ
        evolve (H.map (fun r => (r : ℂ))) (fun i => (x i : ℂ)) (2 * t) =
      ∑ i, evolve (H.map (fun r => (r : ℂ))) (fun i => (x i : ℂ)) t i ^ 2 := by
  apply autocorrelation_double_time
  · rw [← Matrix.transpose_map, hH.eq]
  · funext i
    simp
```

Here H has real entries and x has real components. The expression `H.map (fun r => (r : ℂ))` is the same matrix with its entries regarded as complex numbers, and `fun i => (x i : ℂ)` does the same for the vector. The proof checks the two hypotheses of the general theorem: the converted matrix is still symmetric, and the converted vector is its own conjugate. In physical terms, a real symmetric H commutes with complex conjugation, which is time reversal for a spinless system in a real basis.

## Symmetry recovered from the correlation functions

```lean
open scoped Matrix.Norms.Operator in
/-- The propagator solves the Schrödinger equation `dU/dt = -iHU`. -/
theorem propagator_hasDerivAt (H : Matrix n n ℂ) (t : ℝ) :
    HasDerivAt (propagator H) (((-I) • H) * propagator H t) t := by
  have key : ∀ u : ℝ, propagator H u = NormedSpace.exp (u • ((-I) • H)) := by
    intro u
    unfold propagator
    congr 1
    ext i j
    simp only [Matrix.smul_apply, smul_eq_mul, Complex.real_smul]
    ring
  rw [funext key]
  exact hasDerivAt_exp_smul_const' ((-I) • H) t
```

The propagator satisfies the Schrödinger equation

dU/dt = −iH U(t).

`HasDerivAt` says that a function has the stated derivative at the stated point. The opening line selects a norm on matrices, which the library's derivative rule for the exponential uses. The step `key` rewrites the exponent as the real number u times the fixed matrix −iH, the form to which the library's derivative rule applies.

```lean
open scoped Matrix.Norms.Operator in
/-- The time-doubling formula holds for all pairs of real vectors at all times exactly when
`H` is symmetric. -/
theorem doubling_iff_symmetric (H : Matrix n n ℂ) :
    (∀ (t : ℝ) (x y : n → ℂ), star x = x → star y = y →
      star x ⬝ᵥ evolve H y (2 * t) = evolve H x t ⬝ᵥ evolve H y t) ↔ Hᵀ = H := by
  constructor
  · intro h
    have hs : ∀ i : n, star (Pi.single i 1 : n → ℂ) = Pi.single i 1 := by
      intro i
      funext k
      by_cases hk : k = i <;> simp [hk]
    have h0 : ∀ K : Matrix n n ℂ, propagator K 0 = 1 := by
      intro K
      simp [propagator, NormedSpace.exp_zero]
    have hsym : ∀ t, propagator H t = propagator Hᵀ t := by
      intro t
      -- basis vectors turn the formula into a matrix identity
      have h2 : propagator H t * propagator H t = (propagator H t)ᵀ * propagator H t := by
        ext i j
        have h1 := h t (Pi.single i 1) (Pi.single j 1) (hs i) (hs j)
        rw [hs i] at h1
        simp only [evolve, two_mul, propagator_add, Matrix.mulVec_single_one,
          single_one_dotProduct] at h1
        exact h1
      have hinv : propagator H t * propagator H (-t) = 1 := by
        rw [← propagator_add, add_neg_cancel, h0]
      -- cancel the invertible propagator on the right
      have h3 := congrArg (fun M => M * propagator H (-t)) h2
      simp only [mul_assoc, hinv, mul_one] at h3
      rw [← propagator_transpose]
      exact h3
    -- compare the time derivatives at t = 0
    have d1 := propagator_hasDerivAt H 0
    have d2 := propagator_hasDerivAt Hᵀ 0
    rw [← funext hsym] at d2
    have h4 := d1.unique d2
    rw [h0, mul_one, mul_one] at h4
    exact (smul_right_injective _ (neg_ne_zero.mpr I_ne_zero) h4).symm
  · intro hH t x y hx _
    rw [two_mul, cross_correlation_split hH hx]
```

The sign `↔` means "if and only if". On its left is the doubling formula for every time t and every pair of real vectors x and y:

⟨x, y(2t)⟩ = Σᵢ xᵢ(t) yᵢ(t).

On its right is Hᵀ = H. The equivalence concerns the formula for pairs, which includes the autocorrelation formula as the case y = x.

That symmetry implies the formula has already been shown. For the converse, take x and y to be the basis vectors eᵢ and eⱼ, written `Pi.single i 1` and `Pi.single j 1`. The formula then equates matrix elements:

(U(t)²)ᵢⱼ = (U(t)ᵀ U(t))ᵢⱼ.

This holds for all i and j, so U(t)² = U(t)ᵀ U(t), which is the step `h2`. Multiplying on the right by U(−t), the inverse of U(t), gives

U(t) = U(t)ᵀ.

The right side is the propagator of Hᵀ, so H and Hᵀ generate the same evolution; this is `hsym`. Differentiating both at t = 0, where each propagator is the identity, gives −iH = −iHᵀ and hence H = Hᵀ. In the proof, `d1` and `d2` are the two derivatives, and `d1.unique d2` says that one function cannot have two different derivatives at the same point.

## Evolution of an eigenvector

```lean
open scoped Matrix.Norms.Operator in
/-- An eigenvector of `H` with complex eigenvalue `E` is multiplied by `exp(-iEt)` after time `t`.
-/
theorem evolve_eigenvector {H : Matrix n n ℂ} {v : n → ℂ} {E : ℂ} (hv : H *ᵥ v = E • v)
    (t : ℝ) : evolve H v t = Complex.exp (-(I * t) * E) • v := by
  unfold evolve propagator
  generalize -(I * (t : ℂ)) = c
  have hp : ∀ k : ℕ, (c • H) ^ k *ᵥ v = (c * E) ^ k • v := by
    intro k
    induction k with
    | zero => simp
    | succ k ih =>
      rw [pow_succ, ← Matrix.mulVec_mulVec, Matrix.smul_mulVec, hv, smul_smul,
        Matrix.mulVec_smul, ih, smul_smul, pow_succ, mul_comm]
  -- apply the exponential series to v term by term
  have h1 : HasSum (fun k : ℕ => ((k.factorial : ℂ)⁻¹) • (c • H) ^ k)
      (NormedSpace.exp (c • H)) := NormedSpace.exp_series_hasSum_exp' (c • H)
  let f : Matrix n n ℂ →+ (n → ℂ) :=
    { toFun := fun M => M *ᵥ v
      map_zero' := Matrix.zero_mulVec v
      map_add' := fun M N => Matrix.add_mulVec M N v }
  have h2 := h1.map f (Continuous.matrix_mulVec continuous_id continuous_const)
  have h3 : HasSum (fun k : ℕ => ((k.factorial : ℂ)⁻¹) • (c * E) ^ k)
      (Complex.exp (c * E)) := by
    rw [Complex.exp_eq_exp_ℂ]
    exact NormedSpace.exp_series_hasSum_exp' (c * E)
  have h4 := h3.smul_const v
  refine h2.unique ?_
  convert h4 using 1
  funext k
  change (((k.factorial : ℂ)⁻¹) • (c • H) ^ k) *ᵥ v = _
  rw [Matrix.smul_mulVec, hp, smul_assoc]
```

If Hv = Ev, then

v(t) = exp(−iEt) v.

The factor has modulus exp(t Im E), so it is a pure phase when E is real. By hand, set c = −it. Repeated application of H gives (cH)ᵏ v = (cE)ᵏ v, and summing over k with weights 1/k! gives exp(cH) v = exp(cE) v.

The proof does the same. The step `hp` is the statement about powers, proved by induction on k. `HasSum` states that a series converges to a given value: `h1` is the exponential series of the matrix and `h3` that of the number. The map `f` applies a matrix to v, and since it is additive and continuous it may be taken through the infinite sum. The two series of vectors agree term by term, so their sums are equal.

## Two initial states for σ_y

```lean
/-- The Pauli matrix `σ_y`. -/
def sigmaY : Matrix (Fin 2) (Fin 2) ℂ := !![0, -I; I, 0]
```

The matrix has rows (0, −i) and (i, 0). It is Hermitian, but its transpose is −σ_y, so the symmetry hypothesis fails. As a Hamiltonian it describes, up to an energy scale, a spin ½ in a magnetic field along y.

```lean
/-- For `H = σ_y` and `x = (1, i)` the time-doubling formula fails at every time. -/
theorem sigmaY_doubling_fails (t : ℝ) :
    star ![1, I] ⬝ᵥ evolve sigmaY ![1, I] (2 * t) ≠ ∑ i, evolve sigmaY ![1, I] t i ^ 2 := by
  have hv : sigmaY *ᵥ ![1, I] = (1 : ℂ) • ![1, I] := by
    ext i
    fin_cases i <;> simp [sigmaY, Matrix.mulVec, dotProduct, Fin.sum_univ_two]
  have hL : ∀ c : ℂ, star ![1, I] ⬝ᵥ (c • ![1, I]) = 2 * c := by
    intro c
    simp [dotProduct, Fin.sum_univ_two]
    linear_combination (-c) * I_sq
  have hR : ∀ c : ℂ, ∑ i, (c • ![1, I]) i ^ 2 = 0 := by
    intro c
    rw [Fin.sum_univ_two]
    change (c * 1) ^ 2 + (c * I) ^ 2 = 0
    linear_combination c ^ 2 * I_sq
  rw [evolve_eigenvector hv, evolve_eigenvector hv, hL, hR]
  exact mul_ne_zero two_ne_zero (Complex.exp_ne_zero _)
```

The notation `![1, I]` is the vector (1, i), and `≠` says that the two sides differ. Because `t` is an arbitrary real number, the formula fails at every time, including t = 0.

By hand, σ_y(1, i) = (1, i), so the eigenvalue is 1 and x(t) = exp(−it)(1, i). The autocorrelation is

⟨x, x(2t)⟩ = 2 exp(−2it),

and the sum of squares is

exp(−2it)(1² + i²) = 0.

The vector (1, i) has squared norm 2; for the normalised state (1, i)/√2 the autocorrelation is exp(−2it) and the sum of squares is still 0. In the proof, `hv` is the eigenvalue equation, while `hL` and `hR` evaluate the two sides for an arbitrary multiple c of the vector. The last line uses the fact that an exponential is never zero.

This example violates both hypotheses, since (1, i) is not real either. A real initial state separates the two.

```lean
/-- For `H = σ_y` and the real state `x = (1, 0)` the autocorrelation at `2t` is `cos 2t`,
whereas the sum of the squared components of `x(t)` is `1`. -/
theorem sigmaY_real_start (t : ℝ) :
    star ![1, 0] ⬝ᵥ evolve sigmaY ![1, 0] (2 * t) = Complex.cos (2 * t) ∧
      ∑ i, evolve sigmaY ![1, 0] t i ^ 2 = 1 := by
  have hp : sigmaY *ᵥ ![1, I] = (1 : ℂ) • ![1, I] := by
    ext i
    fin_cases i <;> simp [sigmaY, Matrix.mulVec, dotProduct, Fin.sum_univ_two]
  have hm : sigmaY *ᵥ ![1, -I] = (-1 : ℂ) • ![1, -I] := by
    ext i
    fin_cases i <;> simp [sigmaY, Matrix.mulVec, dotProduct, Fin.sum_univ_two]
  have hx : (![1, 0] : Fin 2 → ℂ) = (1 / 2 : ℂ) • (![1, I] + ![1, -I]) := by
    ext i
    fin_cases i
    · change (1 : ℂ) = 1 / 2 * (1 + 1)
      norm_num
    · change (0 : ℂ) = 1 / 2 * (I + -I)
      ring
  -- superpose the two eigenvectors of σ_y
  have he : ∀ s : ℝ, evolve sigmaY ![1, 0] s = ![Complex.cos s, Complex.sin s] := by
    intro s
    have h1 := evolve_eigenvector hp s
    have h2 := evolve_eigenvector hm s
    have e1 : -(I * (s : ℂ)) * 1 = -(s : ℂ) * I := by ring
    have e2 : -(I * (s : ℂ)) * (-1) = (s : ℂ) * I := by ring
    rw [e1] at h1
    rw [e2] at h2
    unfold evolve at h1 h2 ⊢
    rw [hx, Matrix.mulVec_smul, Matrix.mulVec_add, h1, h2]
    ext i
    fin_cases i
    · change 1 / 2 * (Complex.exp (-(s : ℂ) * I) * 1 + Complex.exp ((s : ℂ) * I) * 1)
        = Complex.cos s
      rw [Complex.cos]
      ring
    · change 1 / 2 * (Complex.exp (-(s : ℂ) * I) * I + Complex.exp ((s : ℂ) * I) * (-I))
        = Complex.sin s
      rw [Complex.sin]
      ring
  constructor
  · rw [he]
    simp [dotProduct, Fin.sum_univ_two]
  · rw [he, Fin.sum_univ_two]
    change Complex.cos t ^ 2 + Complex.sin t ^ 2 = 1
    rw [add_comm]
    exact Complex.sin_sq_add_cos_sq t

end

end AutocorrelationDoubling
```

The sign `∧` means "and": the theorem gives the value of each side for the normalised real state x = (1, 0). To find them by hand, expand x in eigenvectors of σ_y, with eigenvalues 1 and −1:

(1, 0) = ½ [(1, i) + (1, −i)].

Each part acquires its phase factor, so

x(s) = ½ [exp(−is)(1, i) + exp(is)(1, −i)] = (cos s, sin s).

At s = 2t the overlap with (1, 0) is the first component, and at s = t the squares add to one:

⟨x, x(2t)⟩ = cos 2t

Σᵢ xᵢ(t)² = cos² t + sin² t = 1.

The two agree only when t is an integer multiple of π. A real initial state is thus not enough without symmetry of H. Here −iσ_y is a real matrix, so x(t) stays real and the sum of squares is simply its conserved squared norm.

In the proof, `hp` and `hm` are the eigenvalue equations, `hx` is the expansion of the initial state, and `he` is the formula for x(s). The final two steps insert s = 2t and s = t.

```lean
#print axioms AutocorrelationDoubling.autocorrelation_double_time_real
#print axioms AutocorrelationDoubling.doubling_iff_symmetric
#print axioms AutocorrelationDoubling.sigmaY_doubling_fails
#print axioms AutocorrelationDoubling.sigmaY_real_start
```

```
'AutocorrelationDoubling.autocorrelation_double_time_real' depends on axioms: [propext, Classical.choice, Quot.sound]
'AutocorrelationDoubling.doubling_iff_symmetric' depends on axioms: [propext, Classical.choice, Quot.sound]
'AutocorrelationDoubling.sigmaY_doubling_fails' depends on axioms: [propext, Classical.choice, Quot.sound]
'AutocorrelationDoubling.sigmaY_real_start' depends on axioms: [propext, Classical.choice, Quot.sound]
```
